# A complete S-orthonormal eigenbasis with real energies exists exactly when H is Hermitian and S is positive definite

The theorem concerns the generalized eigenvalue problem Hψₖ = eₖSψₖ for complex square matrices H and S of the same finite size. It says that a square matrix C and real energies eₖ with C†SC = 1 and HC = SC diag(e) exist if and only if H is Hermitian and S is positive definite. The columns of C are the vectors ψₖ, normalised with respect to S. From left to right, the proof writes S = B†B and H = B† diag(e) B, with B the inverse of C. From right to left, it rescales eigenvectors of S to get W with W†SW = 1, diagonalises W†HW by a unitary V, and takes C = WV.

This version doesn't compile in Lean 4 with Mathlib:

```lean
import Mathlib

open Matrix
open scoped ComplexOrder

namespace UltrasoftAbsorption

noncomputable section

variable {n : Type*} [Fintype n] [DecidableEq n]

/-- The columns of the square matrix `C` are S-orthonormal and solve the generalized
eigenvalue problem `H ψₖ = eₖ S ψₖ` with real energies `eₖ`. -/
structure IsEigenbasis (H S C : Matrix n n ℂ) (e : n → ℝ) : Prop where
  orthonormal : Cᴴ * S * C = 1
  eigen : H * C = S * C * diagonal (fun k => (e k : ℂ))

/-- Closure relation: a complete S-orthonormal set satisfies `∑ₖ |ψₖ⟩⟨ψₖ| S = 1`. -/
theorem closure {S C : Matrix n n ℂ} (h : Cᴴ * S * C = 1) : C * Cᴴ * S = 1 := by
  rw [Matrix.mul_assoc]
  exact mul_eq_one_comm.mp h

/-- A Hermitian matrix is brought to the diagonal form of its eigenvalues by a unitary. -/
theorem exists_unitary_diagonal {A : Matrix n n ℂ} (hA : A.IsHermitian) :
    ∃ U : Matrix n n ℂ, Uᴴ * U = 1 ∧
      Uᴴ * A * U = diagonal (fun k => (hA.eigenvalues k : ℂ)) := by
  have hU : (hA.eigenvectorUnitary : Matrix n n ℂ)ᴴ * hA.eigenvectorUnitary = 1 :=
    Matrix.mem_unitaryGroup_iff'.mp hA.eigenvectorUnitary.2
  have hAU : A * (hA.eigenvectorUnitary : Matrix n n ℂ) =
      hA.eigenvectorUnitary * diagonal (fun k => (hA.eigenvalues k : ℂ)) := by
    ext i j
    have := congrFun (hA.mulVec_eigenvectorBasis j) i
    rw [Matrix.mul_diagonal]
    simpa [Matrix.mul_apply, Matrix.mulVec, dotProduct, mul_comm] using this
  refine ⟨hA.eigenvectorUnitary, hU, ?_⟩
  rw [Matrix.mul_assoc, hAU, ← Matrix.mul_assoc, hU, Matrix.one_mul]

/-- A complete S-orthonormal eigenbasis with real energies exists exactly when `H` is
Hermitian and `S` is positive definite. -/
theorem exists_eigenbasis_iff (H S : Matrix n n ℂ) :
    (∃ C e, IsEigenbasis H S C e) ↔ H.IsHermitian ∧ S.PosDef := by
  have hdiag (r : n → ℝ) : (diagonal (fun k => (r k : ℂ)))ᴴ = diagonal (fun k => (r k : ℂ)) := by
    rw [Matrix.diagonal_conjTranspose]
    congr 1
    funext k
    exact Complex.conj_ofReal (r k)
  constructor
  · rintro ⟨C, e, h⟩
    -- with B the inverse of C, S = Bᴴ B and H = Bᴴ diag(e) B
    obtain ⟨B, hB⟩ : ∃ B, B = Cᴴ * S := ⟨_, rfl⟩
    have hCB : C * B = 1 := by rw [hB, ← Matrix.mul_assoc, closure h.orthonormal]
    have hBC : Bᴴ * Cᴴ = 1 := by rw [← conjTranspose_mul, hCB, conjTranspose_one]
    have hS : S = Bᴴ * B := by
      calc S = Bᴴ * Cᴴ * S := by rw [hBC, Matrix.one_mul]
        _ = Bᴴ * B := by rw [Matrix.mul_assoc, ← hB]
    have hSC : S * C = Bᴴ := by
      rw [hS, Matrix.mul_assoc, mul_eq_one_comm.mp hCB, Matrix.mul_one]
    have hH : H = Bᴴ * diagonal (fun k => (e k : ℂ)) * B := by
      calc H = H * C * B := by rw [Matrix.mul_assoc, hCB, Matrix.mul_one]
        _ = _ := by rw [h.eigen, hSC]
    constructor
    · rw [hH]
      exact isHermitian_conjTranspose_mul_mul B (hdiag e)
    · rw [hS]
      refine Matrix.PosDef.conjTranspose_mul_self B ?_
      intro x y hxy
      have := congrArg (fun v => C *ᵥ v) hxy
      simpa [Matrix.mulVec_mulVec, hCB] using this
  · rintro ⟨hH, hS⟩
    -- rescaled eigenvectors of S are S-orthonormal
    obtain ⟨W, hW⟩ : ∃ W : Matrix n n ℂ, Wᴴ * S * W = 1 := by
      obtain ⟨U, -, hU⟩ := exists_unitary_diagonal hS.isHermitian
      let r : n → ℝ := fun k => (√(hS.isHermitian.eigenvalues k))⁻¹
      refine ⟨U * diagonal (fun k => (r k : ℂ)), ?_⟩
      calc _ = diagonal (fun k => (r k : ℂ)) * (Uᴴ * S * U) * diagonal (fun k => (r k : ℂ)) := by
            rw [conjTranspose_mul, hdiag]
            simp only [Matrix.mul_assoc]
        _ = 1 := by
            rw [hU, diagonal_mul_diagonal, diagonal_mul_diagonal, ← diagonal_one]
            congr 1
            funext k
            have hp : 0 < hS.isHermitian.eigenvalues k := hS.eigenvalues_pos k
            have hs := Real.mul_self_sqrt hp.le
            have hne := (Real.sqrt_pos.mpr hp).ne'
            have hr : r k * hS.isHermitian.eigenvalues k * r k = 1 := by
              calc _ = r k * (√(hS.isHermitian.eigenvalues k) *
                    √(hS.isHermitian.eigenvalues k)) * r k := by rw [hs]
                _ = 1 := by simp only [r]; field_simp
            exact_mod_cast hr
    -- diagonalise H in that basis
    obtain ⟨V, hV, hVH⟩ := exists_unitary_diagonal (isHermitian_conjTranspose_mul_mul W hH)
    have ho : (W * V)ᴴ * S * (W * V) = 1 := by
      calc _ = Vᴴ * (Wᴴ * S * W) * V := by simp only [conjTranspose_mul, Matrix.mul_assoc]
        _ = 1 := by rw [hW, Matrix.mul_one, hV]
    refine ⟨W * V, _, ho, ?_⟩
    rw [← hVH]
    calc H * (W * V) = S * (W * V * (W * V)ᴴ) * (H * (W * V)) := by
          rw [mul_eq_one_comm.mp (closure ho), Matrix.one_mul]
      _ = _ := by simp only [conjTranspose_mul, Matrix.mul_assoc]

end

end UltrasoftAbsorption
```

The compiler's answer:

```
Main.lean:95:11: error: don't know how to synthesize implicit argument `e`
  @IsEigenbasis.mk n inst✝¹ inst✝ H S (W * V) ?m.827 ho ?m.828
context:
n : Type u_1
inst✝¹ : Fintype n
inst✝ : DecidableEq n
H S : Matrix n n ℂ
hdiag : ∀ (r : n → ℝ), (diagonal fun k => ↑(r k))ᴴ = diagonal fun k => ↑(r k)
hH : H.IsHermitian
hS : S.PosDef
W : Matrix n n ℂ
hW : Wᴴ * S * W = 1
V : Matrix n n ℂ
hV : Vᴴ * V = 1
hVH : Vᴴ * (Wᴴ * H * W) * V = diagonal fun k => ↑(⋯.eigenvalues k)
ho : (W * V)ᴴ * S * (W * V) = 1
⊢ n → ℝ
Main.lean:95:19: error: don't know how to synthesize placeholder for argument `w`
context:
n : Type u_1
inst✝¹ : Fintype n
inst✝ : DecidableEq n
H S : Matrix n n ℂ
hdiag : ∀ (r : n → ℝ), (diagonal fun k => ↑(r k))ᴴ = diagonal fun k => ↑(r k)
hH : H.IsHermitian
hS : S.PosDef
W : Matrix n n ℂ
hW : Wᴴ * S * W = 1
V : Matrix n n ℂ
hV : Vᴴ * V = 1
hVH : Vᴴ * (Wᴴ * H * W) * V = diagonal fun k => ↑(⋯.eigenvalues k)
ho : (W * V)ᴴ * S * (W * V) = 1
⊢ n → ℝ
```

Cause. Both messages report the same gap: Lean cannot tell which energies are meant by the `_` in `refine ⟨W * V, _, ho, ?_⟩`. The first meets it as the implicit argument `e` of `IsEigenbasis.mk`, the second as the witness `w` of the existential statement.

A `_` has to be determined by the rest of the term, and here nothing does so. The type of `ho` is the orthonormality condition, which does not contain the energies. The eigenvalue equation does contain them, but its proof is the `?_`, left for later. The hypothesis `hVH`, which has the right eigenvalues in it, is used only on the next line, after `refine` has already failed.

The repair names the energies: `(isHermitian_conjTranspose_mul_mul W hH).eigenvalues`, the eigenvalues of W†HW. These are the ones on the diagonal in `hVH`, so `rw [← hVH]` then finds that diagonal matrix in the goal and the rest of the proof goes through unchanged.

Lean accepts the file once it reads:

```diff
@@ -93,5 +93,5 @@
       calc _ = Vᴴ * (Wᴴ * S * W) * V := by simp only [conjTranspose_mul, Matrix.mul_assoc]
         _ = 1 := by rw [hW, Matrix.mul_one, hV]
-    refine ⟨W * V, _, ho, ?_⟩
+    refine ⟨W * V, (isHermitian_conjTranspose_mul_mul W hH).eigenvalues, ho, ?_⟩
     rw [← hVH]
     calc H * (W * V) = S * (W * V * (W * V)ᴴ) * (H * (W * V)) := by
```
